# A fixed occupied–virtual generator moves an idempotent density matrix along a geodesic

Let $P$ be a real symmetric idempotent matrix and $K$ a real antisymmetric matrix with $PK+KP=K$. Then every point of the curve
$$\gamma(t)=e^{tK}Pe^{-tK}$$
is symmetric and idempotent, $\operatorname{tr}(\gamma'(t)^2)=\operatorname{tr}(K^TK)$ for all $t$, and $\gamma''(t)$ commutes with $\gamma(t)$. The last property is the geodesic condition: it says that the acceleration is orthogonal, in the trace inner product, to all tangent vectors at $\gamma(t)$. Nothing is claimed about $\gamma$ being the shortest path between its endpoints.

For a single determinant in a finite, real, orthonormal basis, this describes a direct-minimisation SCF step in which the orbitals are rotated by the exponential of an occupied–virtual generator; no energy functional enters.

## Density matrices, generators and tangent vectors

The finite type `n` labels the basis functions. The Mathlib lemmas used below for the derivative of the exponential are stated for normed algebras, so the file picks a matrix norm locally. In finite dimension the choice does not affect the derivative, and lengths are measured by the trace, not by this norm.

In Lean 4 with Mathlib:

```lean
import Mathlib

open Matrix NormedSpace

namespace GrassmannGeodesic

noncomputable section

attribute [local instance] Matrix.linftyOpNormedRing Matrix.linftyOpNormedAlgebra

variable {n : Type*} [Fintype n] [DecidableEq n]
```

The density matrix of a single determinant satisfies $P^T=P$ and $P^2=P$, so occupations are 0 or 1. For a closed shell, $P$ is the density matrix of one spin.

```lean
/-- The one-particle density matrix of a single determinant in an orthonormal real basis: symmetric
and idempotent. -/
def IsDensity (P : Matrix n n ℝ) : Prop := Pᵀ = P ∧ P * P = P
```

In a basis of occupied orbitals followed by virtual ones, $PK+KP=K$ removes the two diagonal blocks of $K$. What remains mixes occupied with virtual orbitals only. Rotations within either set leave $P$ unchanged, and this condition excludes them from the generator.

```lean
/-- An antisymmetric generator that only mixes occupied with virtual orbitals of `P`. -/
def IsGenerator (P K : Matrix n n ℝ) : Prop := Kᵀ = -K ∧ P * K + K * P = K
```

Differentiating $P^2=P$ along a curve gives $P\dot P+\dot PP=\dot P$. A tangent vector at $P$ is therefore taken to be a symmetric $X$ with $PX+XP=X$.

```lean
/-- A tangent vector at `P`: a symmetric matrix obeying the linearised idempotency condition. -/
def IsTangent (P X : Matrix n n ℝ) : Prop := Xᵀ = X ∧ P * X + X * P = X
```

The curve is written as a function of the real parameter `t`.

```lean
/-- The matrix `exp(tK) P exp(-tK)`. For antisymmetric `K` it is `P` after the orbital rotation
`exp(tK)`. -/
def orbit (P K : Matrix n n ℝ) (t : ℝ) : Matrix n n ℝ :=
  exp (t • K) * P * exp (-(t • K))
```

## The occupied–occupied block vanishes

Multiply $PX+XP=X$ from the left by $P$. Since $P^2=P$, this gives $PX+PXP=PX$, hence $PXP=0$. Symmetry of $X$ is not used, so the result applies to $K$ as well.

```lean
/-- A matrix obeying the linearised idempotency condition has no occupied-occupied block. -/
theorem occ_block_zero {P X : Matrix n n ℝ} (hP : P * P = P) (hX : P * X + X * P = X) :
    P * X * P = 0 := by
  have h := congrArg (fun M => P * M) hX
  simp only [mul_add, ← mul_assoc, hP] at h
  simpa using h
```

## The rotated matrix stays a density matrix

The matrices $A$ and $-A$ commute, so $e^{-A}e^{A}=e^{0}=1$.

```lean
/-- The product of the exponentials of `-A` and `A` is the identity. -/
theorem exp_neg_mul_exp (A : Matrix n n ℝ) : exp (-A) * exp A = 1 := by
  rw [← Matrix.exp_add_of_commute _ _ (Commute.neg_left (Commute.refl A)),
    neg_add_cancel, NormedSpace.exp_zero]
```

Write $U=e^{tK}$. Antisymmetry gives $U^T=e^{-tK}=U^{-1}$, so
$$\gamma^T=(UPU^{-1})^T=UPU^{-1}=\gamma,\qquad \gamma^2=UP\,U^{-1}U\,PU^{-1}=UP^2U^{-1}=\gamma.$$
In the code, `a` and `b` are the two transposes, and the `calc` block is the second computation.

```lean
/-- An orbital rotation turns a density matrix into a density matrix. -/
theorem orbit_isDensity {P K : Matrix n n ℝ} (hP : IsDensity P) (hK : Kᵀ = -K) (t : ℝ) :
    IsDensity (orbit P K t) := by
  have a : (exp (t • K))ᵀ = exp (-(t • K)) := by
    rw [← Matrix.exp_transpose, Matrix.transpose_smul, hK, smul_neg]
  have b : (exp (-(t • K)))ᵀ = exp (t • K) := by rw [← a, Matrix.transpose_transpose]
  constructor
  · rw [orbit, Matrix.transpose_mul, Matrix.transpose_mul, a, b, hP.1, mul_assoc]
  · calc orbit P K t * orbit P K t
        = exp (t • K) * P * (exp (-(t • K)) * exp (t • K)) * P * exp (-(t • K)) := by
          simp only [orbit, mul_assoc]
      _ = exp (t • K) * (P * P) * exp (-(t • K)) := by
          rw [exp_neg_mul_exp, mul_one, mul_assoc (exp (t • K)) P P]
      _ = orbit P K t := by rw [hP.2, orbit]
```

## The generator stays occupied–virtual

Since $K$ commutes with $U$,
$$\gamma K+K\gamma=U(PK+KP)U^{-1}=UKU^{-1}=K.$$
The proof obtains the commutation from calculus: the derivative of $e^{sK}$ can be written as $e^{sK}K$ or as $Ke^{sK}$, and derivatives are unique.

```lean
/-- The generator stays purely occupied-virtual with respect to the rotated density matrix. -/
theorem orbit_isGenerator {P K : Matrix n n ℝ} (hK : IsGenerator P K) (t : ℝ) :
    IsGenerator (orbit P K t) K := by
  -- both forms of the derivative of exp(sK) agree, so K commutes with exp(sK)
  have c : ∀ s : ℝ, exp (s • K) * K = K * exp (s • K) := fun s =>
    (hasDerivAt_exp_smul_const (𝕂 := ℝ) K s).unique (hasDerivAt_exp_smul_const' (𝕂 := ℝ) K s)
  have c' : exp (-(t • K)) * K = K * exp (-(t • K)) := by
    simpa only [neg_smul] using c (-t)
  refine ⟨hK.1, ?_⟩
  calc orbit P K t * K + K * orbit P K t
      = exp (t • K) * P * (exp (-(t • K)) * K) + (K * exp (t • K)) * P * exp (-(t • K)) := by
        simp only [orbit, mul_assoc]
    _ = exp (t • K) * (P * K + K * P) * exp (-(t • K)) := by
        rw [c', ← c t]
        simp only [mul_add, add_mul, mul_assoc]
    _ = K * (exp (t • K) * exp (-(t • K))) := by rw [hK.2, c t, mul_assoc]
    _ = K := by rw [mul_eq_one_comm.mp (exp_neg_mul_exp (t • K)), mul_one]
```

## Velocity and acceleration are commutators

The product rule gives
$$\gamma'=K\gamma-\gamma K,\qquad \gamma''=K\gamma'-\gamma'K.$$
These formulas hold for arbitrary square $P$ and $K$. `HasDerivAt` states that the derivative exists and has the given value.

```lean
/-- For any square `P` and `K`, the curve `γ = orbit P K` has velocity `Kγ - γK`, and this velocity
`v` has derivative `Kv - vK`. -/
theorem hasDerivAt_orbit (P K : Matrix n n ℝ) (t : ℝ) :
    HasDerivAt (orbit P K) (K * orbit P K t - orbit P K t * K) t ∧
    HasDerivAt (fun s => K * orbit P K s - orbit P K s * K)
      (K * (K * orbit P K t - orbit P K t * K) - (K * orbit P K t - orbit P K t * K) * K) t := by
  have h1 := hasDerivAt_exp_smul_const' (𝕂 := ℝ) K t
  have h2 := hasDerivAt_exp_smul_const (𝕂 := ℝ) (-K) t
  simp only [smul_neg] at h2
  have h : HasDerivAt (orbit P K) (K * orbit P K t - orbit P K t * K) t := by
    refine ((h1.mul_const P).mul h2).congr_deriv ?_
    simp only [orbit, mul_neg, mul_assoc, sub_eq_add_neg]
    rfl
  exact ⟨h, (h.const_mul K).fun_sub (h.mul_const K)⟩
```

## Commuting with $P$ means being normal to the tangent space

Let $A$ be symmetric. Suppose first that $AP=PA$, and let $X$ be tangent at $P$. Then $AP=AP^2=PAP$, and by cyclicity of the trace and $PXP=0$,
$$\operatorname{tr}(APX)=\operatorname{tr}(PAPX)=\operatorname{tr}(APXP)=0,$$
and $\operatorname{tr}(AXP)=\operatorname{tr}(PAX)=\operatorname{tr}(APX)=0$. Adding the two gives $\operatorname{tr}(AX)=0$. This is `fwd`, stated for any $B$ commuting with $P$.

Conversely, suppose $A$ is orthogonal to all tangent vectors, and take its occupied–virtual part
$$Y=PA+AP-2PAP.$$
Then $PY=PA-PAP$ and $YP=AP-PAP$, so $Y$ is tangent and $A-Y$ commutes with $P$. The first half gives $\operatorname{tr}((A-Y)Y)=0$, and the assumption gives $\operatorname{tr}(AY)=0$. Hence
$$0=\operatorname{tr}(Y^2)=\sum_{ij}Y_{ij}^2,$$
so $Y=0$ and $PA=PAP=AP$.

```lean
/-- A symmetric matrix commutes with the density matrix `P` exactly when it is orthogonal, in the
trace inner product, to every tangent vector at `P`. -/
theorem commutes_iff_normal {P A : Matrix n n ℝ} (hP : IsDensity P) (hA : Aᵀ = A) :
    A * P = P * A ↔ ∀ X, IsTangent P X → trace (A * X) = 0 := by
  have fwd : ∀ B X : Matrix n n ℝ, B * P = P * B → P * X + X * P = X → trace (B * X) = 0 := by
    intro B X hB hX
    have t1 : trace (B * (P * X)) = 0 := by
      calc trace (B * (P * X)) = trace (P * (B * (P * X))) := by
            rw [← mul_assoc P B, ← hB, mul_assoc B P, ← mul_assoc P P X, hP.2]
        _ = trace (B * (P * X * P)) := by
            rw [Matrix.trace_mul_comm]
            simp only [mul_assoc]
        _ = 0 := by rw [occ_block_zero hP.2 hX, mul_zero, Matrix.trace_zero]
    have t2 : trace (B * (X * P)) = 0 := by
      rw [← mul_assoc, Matrix.trace_mul_comm, ← mul_assoc, ← hB, mul_assoc, t1]
    rw [← hX, mul_add, Matrix.trace_add, t1, t2, add_zero]
  refine ⟨fun h X hX => fwd A X h hX.2, fun h => ?_⟩
  -- test against the occupied-virtual part Y of A itself
  obtain ⟨Y, hY⟩ : ∃ Y, Y = P * A + A * P - (P * A * P + P * A * P) := ⟨_, rfl⟩
  have e1 : P * Y = P * A - P * A * P := by
    calc P * Y = P * P * A + P * A * P - (P * P * A * P + P * P * A * P) := by
          rw [hY]; noncomm_ring
      _ = P * A - P * A * P := by rw [hP.2]; abel
  have e2 : Y * P = A * P - P * A * P := by
    calc Y * P = P * A * P + A * (P * P) - (P * A * (P * P) + P * A * (P * P)) := by
          rw [hY]; noncomm_ring
      _ = A * P - P * A * P := by rw [hP.2]; abel
  have hT : IsTangent P Y := by
    constructor
    · rw [hY]
      simp only [Matrix.transpose_sub, Matrix.transpose_add, Matrix.transpose_mul, hP.1, hA,
        mul_assoc]
      abel
    · rw [e1, e2, hY]; abel
  have hc : (A - Y) * P = P * (A - Y) := by rw [sub_mul, mul_sub, e1, e2]; abel
  have htr : trace (Y * Y) = 0 := by
    have h3 := fwd (A - Y) Y hc hT.2
    rw [sub_mul, Matrix.trace_sub, h Y hT] at h3
    linarith
  have hs : ∑ i, ∑ j, Y i j ^ 2 = 0 := by
    refine Eq.trans ?_ htr
    simp only [Matrix.trace, Matrix.diag_apply, Matrix.mul_apply]
    refine Finset.sum_congr rfl fun i _ => Finset.sum_congr rfl fun j _ => ?_
    have hji : Y j i = Y i j := congrFun (congrFun hT.1 i) j
    rw [hji, sq]
  have hz : Y = 0 := by
    ext i j
    have h1 := (Finset.sum_eq_zero_iff_of_nonneg
      (fun i _ => Finset.sum_nonneg fun j _ => sq_nonneg (Y i j))).1 hs i (Finset.mem_univ i)
    have h2 := (Finset.sum_eq_zero_iff_of_nonneg
      (fun j _ => sq_nonneg (Y i j))).1 h1 j (Finset.mem_univ j)
    exact (pow_eq_zero_iff two_ne_zero).1 h2
  rw [hz, mul_zero] at e1
  rw [hz, zero_mul] at e2
  exact (sub_eq_zero.1 e2.symm).trans (sub_eq_zero.1 e1.symm).symm
```

## Constant speed and normal acceleration

Fix $t$ and write $Q=\gamma(t)$. By the preceding steps $Q$ is a density matrix, $QK+KQ=K$ and $QKQ=0$. For the velocity $v=KQ-QK$, expansion gives
$$v^2+(QK+KQ)^2=2(KQKQ+QKQK)=0,$$
so $v^2=-K^2=K^TK$, which does not depend on $t$.

For the acceleration $a=K^2Q-2KQK+QK^2$, first note that
$$K^2Q-QK^2=K(QK+KQ)-(QK+KQ)K=0.$$
The terms containing $QKQ$ vanish and the terms $QK^2Q$ cancel, leaving
$$aQ-Qa=K^2Q-QK^2=0.$$
Since $a$ is symmetric, the previous criterion makes it orthogonal to every tangent vector at $Q$. In the proof, `generalize` replaces the curve point by `Q`, after which only this algebra remains: `hsq` is the velocity identity and `hcomm` the commutation.

```lean
/-- Along an occupied-virtual rotation the density matrix stays symmetric and idempotent, the
square of its velocity and the trace of that square are constant, and its acceleration commutes
with it and is orthogonal to every tangent vector at the current point. -/
theorem orbit_geodesic {P K : Matrix n n ℝ} (hP : IsDensity P) (hK : IsGenerator P K) (t : ℝ) :
    IsDensity (orbit P K t) ∧
    deriv (orbit P K) t * deriv (orbit P K) t = Kᵀ * K ∧
    trace (deriv (orbit P K) t * deriv (orbit P K) t) = trace (Kᵀ * K) ∧
    deriv (deriv (orbit P K)) t * orbit P K t = orbit P K t * deriv (deriv (orbit P K)) t ∧
    ∀ X, IsTangent (orbit P K t) X → trace (deriv (deriv (orbit P K)) t * X) = 0 := by
  have hv : deriv (orbit P K) = fun s => K * orbit P K s - orbit P K s * K :=
    funext fun s => (hasDerivAt_orbit P K s).1.deriv
  have ha : deriv (fun s => K * orbit P K s - orbit P K s * K) t
      = K * (K * orbit P K t - orbit P K t * K) - (K * orbit P K t - orbit P K t * K) * K :=
    (hasDerivAt_orbit P K t).2.deriv
  have hQ := orbit_isDensity hP hK.1 t
  have hg := (orbit_isGenerator hK t).2
  rw [hv, ha]
  beta_reduce
  generalize orbit P K t = Q at hQ hg ⊢
  have h0 := occ_block_zero hQ.2 hg
  have hsq : (K * Q - Q * K) * (K * Q - Q * K) = Kᵀ * K := by
    have e : (K * Q - Q * K) * (K * Q - Q * K) + (Q * K + K * Q) * (Q * K + K * Q)
        = (K * (Q * K * Q) + Q * K * Q * K) + (K * (Q * K * Q) + Q * K * Q * K) := by
      noncomm_ring
    rw [h0, hg] at e
    rw [hK.1, neg_mul]
    exact eq_neg_of_add_eq_zero_left (e.trans (by simp))
  -- K² is block diagonal, hence so is the acceleration
  have hKK : K * K * Q - Q * K * K = 0 := by
    calc K * K * Q - Q * K * K = K * (Q * K + K * Q) - (Q * K + K * Q) * K := by noncomm_ring
      _ = 0 := by rw [hg, sub_self]
  have hcomm : (K * (K * Q - Q * K) - (K * Q - Q * K) * K) * Q
      = Q * (K * (K * Q - Q * K) - (K * Q - Q * K) * K) := by
    apply sub_eq_zero.mp
    calc _ = K * K * (Q * Q) - Q * Q * K * K
          + (Q * K * Q * K + Q * K * Q * K - (K * (Q * K * Q) + K * (Q * K * Q))) := by
          noncomm_ring
      _ = 0 := by rw [h0, hQ.2, hKK]; simp
  have hsym : (K * (K * Q - Q * K) - (K * Q - Q * K) * K)ᵀ
      = K * (K * Q - Q * K) - (K * Q - Q * K) * K := by
    simp only [Matrix.transpose_sub, Matrix.transpose_mul, hK.1, hQ.1]
    noncomm_ring
  exact ⟨hQ, hsq, congrArg trace hsq, hcomm, (commutes_iff_normal hQ hsym).1 hcomm⟩
```

The commutation can fail for an antisymmetric $K$ without $PK+KP=K$. Take $P=\operatorname{diag}(1,0,0)$ and
$$K=\begin{pmatrix}0&-1&0\\1&0&-1\\0&1&0\end{pmatrix},\qquad \gamma''(0)=\begin{pmatrix}-2&0&1\\0&2&0\\1&0&0\end{pmatrix}.$$
The $(1,3)$ entry is 1 in $P\gamma''(0)$ and 0 in $\gamma''(0)P$. The virtual–virtual rotation in $K$ bends the path.

## Every tangent direction is reached

Given a tangent vector $X$ at $P$, set $K=XP-PX$. Then $K^T=-K$, and $PXP=0$ gives
$$PK+KP=XP-PX=K,\qquad \gamma'(0)=KP-PK=XP+PX=X.$$
Thus each tangent vector is the initial velocity of a curve of the kind treated above.

```lean
/-- Every tangent vector `X` at `P` is the initial velocity of the occupied-virtual rotation
generated by the commutator `XP - PX`. -/
theorem tangent_is_initial_velocity {P X : Matrix n n ℝ} (hP : IsDensity P)
    (hX : IsTangent P X) :
    IsGenerator P (X * P - P * X) ∧ HasDerivAt (orbit P (X * P - P * X)) X 0 := by
  have h0 := occ_block_zero hP.2 hX.2
  refine ⟨⟨?_, ?_⟩, ?_⟩
  · rw [Matrix.transpose_sub, Matrix.transpose_mul, Matrix.transpose_mul, hP.1, hX.1, neg_sub]
  · calc P * (X * P - P * X) + (X * P - P * X) * P
        = P * X * P - P * P * X + X * (P * P) - P * X * P := by noncomm_ring
      _ = X * P - P * X := by rw [h0, hP.2]; abel
  · refine (hasDerivAt_orbit P (X * P - P * X) 0).1.congr_deriv ?_
    have hz : orbit P (X * P - P * X) 0 = P := by simp [orbit]
    rw [hz]
    calc (X * P - P * X) * P - P * (X * P - P * X)
        = X * (P * P) + P * P * X - (P * X * P + P * X * P) := by noncomm_ring
      _ = P * X + X * P := by rw [h0, hP.2]; abel
      _ = X := hX.2
```

## Two orbitals, one occupied

Take
$$P=\begin{pmatrix}1&0\\0&0\end{pmatrix},\quad K=\begin{pmatrix}0&-1\\1&0\end{pmatrix},\quad \gamma(t)=\begin{pmatrix}\cos^2t&\sin t\cos t\\ \sin t\cos t&\sin^2t\end{pmatrix}.$$
At $t=\pi/4$,
$$\gamma=\tfrac12\begin{pmatrix}1&1\\1&1\end{pmatrix},\quad \gamma'=\begin{pmatrix}-1&0\\0&1\end{pmatrix},\quad \gamma''=\begin{pmatrix}0&-2\\-2&0\end{pmatrix}.$$
Here $\gamma'^2=1=K^TK$, with trace 2, and $\gamma''\gamma=\gamma\gamma''$ is the matrix with all entries $-1$. The declaration below verifies that this $P$ and $K$ satisfy the two definitions.

```lean
/-- Two orbitals, the first one occupied, with the generator of plane rotations between them,
meet the conditions on density matrix and generator. -/
theorem orbit_geodesic_witness :
    IsDensity (!![1, 0; 0, 0] : Matrix (Fin 2) (Fin 2) ℝ) ∧
    IsGenerator (!![1, 0; 0, 0] : Matrix (Fin 2) (Fin 2) ℝ) !![0, -1; 1, 0] := by
  refine ⟨⟨?_, ?_⟩, ⟨?_, ?_⟩⟩ <;>
    (ext i j; fin_cases i <;> fin_cases j <;> simp [Matrix.mul_apply, Fin.sum_univ_succ])

end

end GrassmannGeodesic
```

```lean
#print axioms GrassmannGeodesic.orbit_geodesic
#print axioms GrassmannGeodesic.tangent_is_initial_velocity
```

```
'GrassmannGeodesic.orbit_geodesic' depends on axioms: [propext, Classical.choice, Quot.sound]
'GrassmannGeodesic.tangent_is_initial_velocity' depends on axioms: [propext, Classical.choice, Quot.sound]
```
